# On a pole-free energy window, raising the KKR cutoff cannot raise the lowest root if the larger block starts positive definite

## Bands from a truncated determinant

An electron in a crystal of muffin-tin potentials scatters from every site. In the KKR method, its band energies at a fixed Bloch vector are sought as zeros of a determinant over angular-momentum channels. A calculation keeps only the channels with $\ell\le L$. What happens to the lowest zero when $L$ is increased?

Take energies $E>0$, measured from the flat potential between the muffin-tin spheres, so that the wave number $\kappa$ is real and positive. The matrix is

$$M(E)=B(E)+\operatorname{diag}(c_i(E)),\qquad c_i=\kappa\cot\eta_i,$$

where $B$ holds the structure constants and $\eta_i$ is the phase shift of channel $i$, often written $\delta_\ell$ in textbooks.

## What is assumed and what follows

On a window $[E_0,E_1]$, `lowest_root_le_of_cutoff_le` assumes:

- **Continuity and Hermiticity.** `B` is Hermitian, `c` is real, and both are continuous. The window must therefore avoid free-electron poles of $B$ and energies where $\kappa\cot\eta_i$ diverges.
- **Positivity.** The block at the larger cutoff $L'\ge L$ is positive definite at $E_0$. Small positive phase shifts favour this, since they make $\kappa\cot\eta_i$ large and positive.

Then for every root $a$ at cutoff $L$, the block at $L'$ has a lowest root $b\le a$ in the window. For finite-cutoff band calculations with the potential held fixed, this gives the direction in which the lowest root in the window can move.

In Lean, `ι` is the set of channels, possibly infinite, and `ℓ` gives each its angular momentum. The `Fintype` hypothesis makes each `cutoffBlock` finite. `secularRoots` is the set of zeros in the window, and `IsLeast` says that $b$ is a root and that none lies lower. Passing from finite cutoffs to the untruncated crystal equation is a further step.

The general theorem, `singular_of_truncation_singular`, takes any finite matrix function $M$ that is continuous and Hermitian on the window and positive definite at $E_0$. The injective map `e` selects a principal submatrix. If that submatrix is singular at $E_1$, then $M$ is singular at some $E_*\in(E_0,E_1]$ and positive definite on $[E_0,E_*)$.

## Following the quadratic form

Let $q_E(x)=x^\dagger M(E)x$, which is real because $M(E)$ is Hermitian.

1. Let $v\ne0$ be a null vector of the singular block at $E_1$, and pad it with zeros to get $x$. Inside the block $(M(E_1)x)_i=0$; outside it $x_i=0$. Hence $q_{E_1}(x)=\sum_i x_i^*(M(E_1)x)_i=0$.

2. The pairs $(E,u)$ with $E\in[E_0,E_1]$, $\|u\|=1$ and $q_E(u)\le0$ form a closed, bounded set. It contains $(E_1,x/\|x\|)$, so it has a pair $(E_*,y)$ of lowest energy. Since $q_E(rz)=r^2q_E(z)$ for real $r$, the form is positive on all nonzero vectors below $E_*$. Positivity at $E_0$ gives $E_*>E_0$.

3. Suppose $q_{E_*}(z)<0$. As $q_{E_0}(z)>0$, continuity gives a zero of $q_E(z)$ at some $E<E_*$, contradicting step 2. Thus $q_{E_*}\ge0$, and $q_{E_*}(y)=0$.

4. For any $w$ and real $t$,
$$0\le q_{E_*}(y+tw)=2t\,\mathrm{Re}(w^\dagger M(E_*)y)+t^2q_{E_*}(w).$$
The linear term must vanish. Taking $w=M(E_*)y$ gives $M(E_*)y=0$, so $\det M(E_*)=0$.

For KKR, apply this to the $L'$ block on $[E_0,a]$ and set $b=E_*$. Below $b$ the block is positive definite, so its determinant is positive and there is no earlier root.

## Two channels with numbers

Take diagonal entries $1-E$ and coupling $1/2$. The first channel alone has its root at $E=1$. The full eigenvalues are $1-E\pm\tfrac12$: both are positive at $E=0$, and the lower one vanishes at $E=\tfrac12$, with null vector $(1,-1)/\sqrt2$. The second channel lowers the root from $1$ to $\tfrac12$.

With coupling $2$, the determinant $(1-E)^2-4$ is at most $-3$ on $[0,1]$, so the full matrix has no root there. At $E=0$ the first channel is positive but the full matrix has eigenvalue $-1$. Positivity of the truncated block alone is therefore insufficient.

## The Lean file

```lean
import Mathlib

open Matrix Set
open scoped ComplexOrder

namespace KKRSecularEquation

noncomputable section

variable {n m ι : Type*} [Fintype n] [DecidableEq n] [Fintype m] [DecidableEq m]

/-- The real part of the quadratic form `x* A x`. -/
def quad (A : Matrix n n ℂ) (x : n → ℂ) : ℝ := (star x ⬝ᵥ A *ᵥ x).re

/-- The roots of the secular equation `det M(E) = 0` in the energy window `[E0, E1]`. -/
def secularRoots (M : ℝ → Matrix n n ℂ) (E0 E1 : ℝ) : Set ℝ :=
  {E | E ∈ Icc E0 E1 ∧ (M E).det = 0}

/-- The KKR matrix at one energy: structure constants `B` plus the diagonal of the real
scattering terms `c`, one for each channel (`κ cot η` in terms of the phase shift `η`). -/
def kkrMatrix [DecidableEq ι] (B : Matrix ι ι ℂ) (c : ι → ℝ) : Matrix ι ι ℂ :=
  B + diagonal (fun i => (c i : ℂ))

/-- The block of a matrix on the channels with angular momentum `ℓ ≤ L`. -/
def cutoffBlock (ℓ : ι → ℕ) (L : ℕ) (A : Matrix ι ι ℂ) :
    Matrix {i // ℓ i ≤ L} {i // ℓ i ≤ L} ℂ :=
  A.submatrix Subtype.val Subtype.val

omit [DecidableEq n] in
/-- The quadratic form of a Hermitian matrix is real. -/
theorem form_eq_quad {A : Matrix n n ℂ} (hA : A.IsHermitian) (x : n → ℂ) :
    star x ⬝ᵥ A *ᵥ x = (quad A x : ℂ) := by
  have h : star (star x ⬝ᵥ A *ᵥ x) = star x ⬝ᵥ A *ᵥ x := by
    rw [← Matrix.star_dotProduct, Matrix.star_mulVec, hA.eq, ← Matrix.dotProduct_mulVec]
  exact (Complex.conj_eq_iff_re.mp h).symm

omit [DecidableEq n] in
/-- Scaling a vector by a real number `r` scales the real part of its quadratic form by `r ^ 2`. -/
theorem quad_smul (A : Matrix n n ℂ) (r : ℝ) (x : n → ℂ) :
    quad A ((r : ℂ) • x) = r ^ 2 * quad A x := by
  simp only [quad, star_smul, mulVec_smul, smul_dotProduct, dotProduct_smul,
    smul_eq_mul, Complex.star_def, Complex.conj_ofReal, Complex.re_ofReal_mul]
  ring

omit [DecidableEq n] in
/-- The real part of the quadratic form is continuous on a set on which the matrix and the vector
vary continuously. -/
theorem continuousOn_quad {X : Type*} [TopologicalSpace X] {A : X → Matrix n n ℂ}
    {x : X → n → ℂ} {s : Set X} (hA : ContinuousOn A s) (hx : ContinuousOn x s) :
    ContinuousOn (fun p => quad (A p) (x p)) s := by
  have h : Continuous fun p : Matrix n n ℂ × (n → ℂ) =>
      (∑ i, star (p.2 i) * (p.1 *ᵥ p.2) i).re := by
    refine Complex.continuous_re.comp (continuous_finsetSum _ fun i _ => Continuous.mul ?_ ?_)
    · exact ((continuous_apply i).comp continuous_snd).star
    · exact (continuous_apply i).comp (continuous_fst.matrix_mulVec continuous_snd)
  have h' := h.comp_continuousOn (hA.prodMk hx)
  exact h'

omit [DecidableEq n] in
/-- If a principal submatrix is singular, the real part of the full matrix's quadratic form vanishes
on some nonzero vector. -/
theorem exists_quad_eq_zero {A : Matrix n n ℂ} {e : m → n} (he : Function.Injective e)
    (hdet : (A.submatrix e e).det = 0) : ∃ x : n → ℂ, x ≠ 0 ∧ quad A x = 0 := by
  obtain ⟨c, hc, h⟩ := Matrix.exists_mulVec_eq_zero_iff.mpr hdet
  -- pad the null vector of the block with zeros
  obtain ⟨x, hon, hoff⟩ : ∃ x : n → ℂ, (∀ k, x (e k) = c k) ∧ ∀ i ∉ range e, x i = 0 :=
    ⟨Function.extend e c (0 : n → ℂ), fun k => he.extend_apply c (0 : n → ℂ) k,
      fun i hi => Function.extend_apply' c (0 : n → ℂ) i hi⟩
  have hrow : ∀ k, (A *ᵥ x) (e k) = 0 := by
    intro k
    have h0 : (A.submatrix e e *ᵥ c) k = 0 := congrFun h k
    refine Eq.trans (Eq.symm ?_) h0
    exact Fintype.sum_of_injective e he _ _ (fun i hi => by rw [hoff i hi, mul_zero])
      (fun j => congrArg (fun t => A (e k) (e j) * t) (hon j).symm)
  refine ⟨x, fun hx => hc (funext fun k => ?_), ?_⟩
  · rw [← hon k, hx]; rfl
  · have hz : star x ⬝ᵥ A *ᵥ x = 0 := by
      refine Finset.sum_eq_zero fun i _ => ?_
      by_cases hi : i ∈ range e
      · obtain ⟨k, rfl⟩ := hi
        rw [hrow k, mul_zero]
      · rw [Pi.star_apply, hoff i hi, star_zero, zero_mul]
    rw [quad, hz, Complex.zero_re]

omit [DecidableEq n] in
/-- If `M(E)` is continuous on `[E0, E1]` and the real part of its quadratic form is nonpositive on
some nonzero vector at `E1`, there is a lowest energy in the window at which this happens. -/
theorem exists_lowest_nonpositive {M : ℝ → Matrix n n ℂ} {E0 E1 : ℝ} (h01 : E0 ≤ E1)
    (hM : ContinuousOn M (Icc E0 E1)) {x : n → ℂ} (hx : x ≠ 0) (hq : quad (M E1) x ≤ 0) :
    ∃ E ∈ Icc E0 E1, (∃ y, y ≠ 0 ∧ quad (M E) y ≤ 0) ∧
      ∀ E' ∈ Ico E0 E, ∀ z, z ≠ 0 → 0 < quad (M E') z := by
  -- energies and unit vectors with nonpositive form make up a compact set
  obtain ⟨K, hK, hmem⟩ : ∃ K : Set (ℝ × (n → ℂ)), IsCompact K ∧
      ∀ E w, (E, w) ∈ K ↔ E ∈ Icc E0 E1 ∧ ‖w‖ = 1 ∧ quad (M E) w ≤ 0 := by
    have hS : IsCompact (Icc E0 E1 ×ˢ Metric.sphere (0 : n → ℂ) 1) :=
      isCompact_Icc.prod (isCompact_sphere 0 1)
    have hf : ContinuousOn (fun p : ℝ × (n → ℂ) => quad (M p.1) p.2)
        (Icc E0 E1 ×ˢ Metric.sphere (0 : n → ℂ) 1) :=
      continuousOn_quad (hM.comp continuousOn_fst fun p hp => (mem_prod.mp hp).1)
        continuousOn_snd
    refine ⟨_, hS.of_isClosed_subset
      (hf.preimage_isClosed_of_isClosed hS.isClosed (isClosed_Iic (a := (0 : ℝ))))
      inter_subset_left, ?_⟩
    intro E w
    simp only [mem_inter_iff, mem_prod, mem_preimage, mem_Iic, mem_sphere_zero_iff_norm,
      and_assoc]
  have hnorm : ∀ E ∈ Icc E0 E1, ∀ z : n → ℂ, z ≠ 0 → quad (M E) z ≤ 0 →
      (E, ((‖z‖⁻¹ : ℝ) : ℂ) • z) ∈ K := by
    intro E hE z hz hqz
    refine (hmem _ _).mpr ⟨hE, ?_, ?_⟩
    · rw [norm_smul, Complex.norm_real, norm_inv, norm_norm,
        inv_mul_cancel₀ (norm_ne_zero_iff.mpr hz)]
    · rw [quad_smul]
      exact mul_nonpos_of_nonneg_of_nonpos (sq_nonneg _) hqz
  obtain ⟨⟨E, y⟩, hin, hmin⟩ :=
    hK.exists_isMinOn ⟨_, hnorm E1 ⟨h01, le_rfl⟩ x hx hq⟩ continuousOn_fst
  obtain ⟨hE, hy, hqy⟩ := (hmem E y).mp hin
  refine ⟨E, hE, ⟨y, norm_ne_zero_iff.mp (by rw [hy]; exact one_ne_zero), hqy⟩, ?_⟩
  intro E' hE' z hz
  by_contra hcon
  have hle : E ≤ E' := isMinOn_iff.mp hmin _
    (hnorm E' ⟨hE'.1, hE'.2.le.trans hE.2⟩ z hz (not_lt.mp hcon))
  exact absurd hE'.2 (not_lt_of_ge hle)

/-- Let `M(E)` be continuous and Hermitian on `[E0, E1]` and positive definite at `E0`. If a
principal submatrix of `M(E1)` is singular, then `M(E)` is singular at some `E` in `(E0, E1]`
and positive definite at all energies from `E0` up to that `E`. -/
theorem singular_of_truncation_singular {M : ℝ → Matrix n n ℂ} {E0 E1 : ℝ} (h01 : E0 ≤ E1)
    (hM : ContinuousOn M (Icc E0 E1)) (hH : ∀ E ∈ Icc E0 E1, (M E).IsHermitian)
    (hpos : (M E0).PosDef) {e : m → n} (he : Function.Injective e)
    (hdet : ((M E1).submatrix e e).det = 0) :
    ∃ E ∈ Ioc E0 E1, (M E).det = 0 ∧ ∀ E' ∈ Ico E0 E, (M E').PosDef := by
  obtain ⟨x, hx, hqx⟩ := exists_quad_eq_zero he hdet
  obtain ⟨E, hE, ⟨y, hy0, hqy⟩, hbelow⟩ := exists_lowest_nonpositive h01 hM hx hqx.le
  have hE0 : E0 < E := by
    refine lt_of_le_of_ne hE.1 fun h => ?_
    have hp : 0 < quad (M E0) y := (Complex.lt_def.mp (hpos.dotProduct_mulVec_pos hy0)).1
    rw [h] at hp
    exact absurd hp (not_lt_of_ge hqy)
  -- a negative value at `E` would force a zero of the form at a lower energy
  have hnonneg : ∀ z, 0 ≤ quad (M E) z := by
    intro z
    by_contra hcon
    have hneg : quad (M E) z < 0 := not_le.mp hcon
    have hz : z ≠ 0 := by
      rintro rfl
      simp [quad] at hneg
    have hc : ContinuousOn (fun t => quad (M t) z) (Icc E0 E) :=
      continuousOn_quad (hM.mono (Icc_subset_Icc_right hE.2)) continuousOn_const
    obtain ⟨t, ht, hzero⟩ := intermediate_value_Icc' hE0.le hc
      ⟨hneg.le, (hbelow E0 ⟨le_rfl, hE0⟩ z hz).le⟩
    rcases ht.2.lt_or_eq with hlt | rfl
    · exact (hbelow t ⟨ht.1, hlt⟩ z hz).ne' hzero
    · exact hneg.ne hzero
  have hpsd : (M E).PosSemidef := by
    refine PosSemidef.of_dotProduct_mulVec_nonneg (hH E hE) fun z => ?_
    rw [form_eq_quad (hH E hE) z]
    exact_mod_cast hnonneg z
  have hzero : star y ⬝ᵥ M E *ᵥ y = 0 := by
    rw [form_eq_quad (hH E hE) y, le_antisymm hqy (hnonneg y), Complex.ofReal_zero]
  refine ⟨E, ⟨hE0, hE.2⟩, Matrix.exists_mulVec_eq_zero_iff.mp
    ⟨y, hy0, (hpsd.dotProduct_mulVec_zero_iff y).mp hzero⟩, fun E' hE' => ?_⟩
  have hh := hH E' ⟨hE'.1, hE'.2.le.trans hE.2⟩
  refine posDef_iff_dotProduct_mulVec.mpr ⟨hh, ?_⟩
  intro z hz
  rw [form_eq_quad hh z]
  exact_mod_cast hbelow E' hE' z hz

/-- Take Hermitian structure constants and real scattering terms, continuous on `[E0, E1]`, and
cutoffs `L ≤ L'`, with finitely many channels below each cutoff and the KKR block at `L'`
positive definite at `E0`. For every root `a` at cutoff `L`, the secular equation at cutoff `L'`
has a lowest root in the window, and it is at most `a`. -/
theorem lowest_root_le_of_cutoff_le [DecidableEq ι] (ℓ : ι → ℕ)
    [∀ L, Fintype {i // ℓ i ≤ L}] {L L' : ℕ} (hL : L ≤ L')
    {B : ℝ → Matrix ι ι ℂ} {c : ℝ → ι → ℝ} {E0 E1 a : ℝ}
    (hB : ContinuousOn B (Icc E0 E1)) (hc : ContinuousOn c (Icc E0 E1))
    (hH : ∀ E ∈ Icc E0 E1, (B E).IsHermitian)
    (hpos : (cutoffBlock ℓ L' (kkrMatrix (B E0) (c E0))).PosDef)
    (ha : a ∈ secularRoots (fun E => cutoffBlock ℓ L (kkrMatrix (B E) (c E))) E0 E1) :
    ∃ b ≤ a, IsLeast
      (secularRoots (fun E => cutoffBlock ℓ L' (kkrMatrix (B E) (c E))) E0 E1) b := by
  obtain ⟨haI, hdet⟩ := ha
  have hsub : Icc E0 a ⊆ Icc E0 E1 := Icc_subset_Icc_right haI.2
  have hc' : ContinuousOn (fun E i => (c E i : ℂ)) (Icc E0 E1) :=
    (continuous_pi fun i => Complex.continuous_ofReal.comp
      (continuous_apply i)).comp_continuousOn hc
  have hcont : ContinuousOn (fun E => cutoffBlock ℓ L' (kkrMatrix (B E) (c E)))
      (Icc E0 E1) :=
    (continuous_id.matrix_submatrix Subtype.val Subtype.val).comp_continuousOn
      (hB.add (continuous_id.matrix_diagonal.comp_continuousOn hc'))
  have hherm : ∀ E ∈ Icc E0 E1,
      (cutoffBlock ℓ L' (kkrMatrix (B E) (c E))).IsHermitian := by
    intro E hE
    have hd : star (fun i => (c E i : ℂ)) = fun i => (c E i : ℂ) :=
      funext fun i => Complex.conj_ofReal _
    have hk : (kkrMatrix (B E) (c E)).IsHermitian := by
      rw [Matrix.IsHermitian, kkrMatrix, conjTranspose_add, diagonal_conjTranspose, hd,
        (hH E hE).eq]
    exact hk.submatrix _
  -- the smaller block is a principal submatrix of the larger one
  let e : {i // ℓ i ≤ L} → {i // ℓ i ≤ L'} := fun k => ⟨k.1, k.2.trans hL⟩
  have he : Function.Injective e := by
    intro i j h
    have h' : (e i).1 = (e j).1 := by rw [h]
    exact Subtype.ext h'
  obtain ⟨b, hb, hb0, hbelow⟩ := singular_of_truncation_singular haI.1 (hcont.mono hsub)
    (fun E hE => hherm E (hsub hE)) hpos he hdet
  refine ⟨b, hb.2, ⟨⟨hb.1.le, hb.2.trans haI.2⟩, hb0⟩, fun E hE => ?_⟩
  by_contra hlt
  exact (hbelow E ⟨hE.1.1, not_le.mp hlt⟩).det_pos.ne' hE.2

/-- Two channels with diagonal term `1 - E` and coupling `2`. -/
def twoChannel (E : ℝ) : Matrix (Fin 2) (Fin 2) ℂ :=
  !![1 - (E : ℂ), 2; 2, 1 - (E : ℂ)]

/-- In the two-channel model the first channel alone has the matrix element `1` at `E = 0` and
`0` at `E = 1`, but the full matrix is nonsingular throughout `[0, 1]`. -/
theorem truncated_positivity_insufficient :
    twoChannel 0 0 0 = 1 ∧ twoChannel 1 0 0 = 0 ∧
      ∀ E ∈ Icc (0 : ℝ) 1, (twoChannel E).det ≠ 0 := by
  refine ⟨by simp [twoChannel], by simp [twoChannel], fun E hE h => ?_⟩
  rw [twoChannel, Matrix.det_fin_two_of] at h
  have h' : (1 - E) * (1 - E) - 2 * 2 = 0 := by exact_mod_cast h
  nlinarith [mul_nonneg hE.1 (sub_nonneg.mpr hE.2), hE.1]

end

end KKRSecularEquation
```

```lean
#print axioms KKRSecularEquation.lowest_root_le_of_cutoff_le
#print axioms KKRSecularEquation.truncated_positivity_insufficient
```

```
'KKRSecularEquation.lowest_root_le_of_cutoff_le' depends on axioms: [propext, Classical.choice, Quot.sound]
'KKRSecularEquation.truncated_positivity_insufficient' depends on axioms: [propext, Classical.choice, Quot.sound]
```

## From the four steps to the code

`form_eq_quad` shows that the form is real; `quad_smul` and `continuousOn_quad` supply its scaling and continuity. `exists_quad_eq_zero` is step 1, with `Function.extend` doing the padding.

`exists_lowest_nonpositive` is step 2: it builds the compact set `K` and minimises the energy on it. Lean's norm here is the largest component modulus, which serves equally well.

In `singular_of_truncation_singular`, `intermediate_value_Icc'` gives the crossing in step 3, and `dotProduct_mulVec_zero_iff` turns the vanishing form into a null vector, as in step 4. `lowest_root_le_of_cutoff_le` checks continuity and Hermiticity of the KKR block, embeds the smaller block in the larger, and uses `det_pos` to exclude lower roots.

`truncated_positivity_insufficient` treats the coupling-$2$ example. Its last step, `nlinarith`, uses $E\ge0$ and $E(1-E)\ge0$ to rule out $(1-E)^2=4$.
